# At fixed surface charge, the electron well that a uniform neutralising background digs in the vacuum beside a negatively charged slab deepens as the vacuum is lengthened

## Units, signs and the boundary-value problem

A slab carries charge $-s$ per area, in units of the elementary charge, and is repeated periodically with a vacuum region of length $L$ between neighbouring faces. A uniform background of density $s/L$ fills the vacuum and neutralises the slab. The coordinate $z$ runs from one face, $z=0$, to the next, $z=L$. Hartree atomic units are used, and $U(z)$ is the potential energy of an electron, not the electrostatic potential. Since the electron has charge $-1$, Poisson's equation reads $U''=+4\pi s/L$. Energies are measured from the value of $U$ at the faces.

```lean
import Mathlib

open Real Set

namespace ChargedSlabVacuum

noncomputable section

/-- The potential energy `U` of an electron, with slope `G`, in a vacuum region of length `L > 0`
filled by a uniform background of charge `s` per area: Poisson's equation holds inside,
and `U` is continuous and vanishes at the two slab faces. -/
structure IsVacuumPotential (s L : ℝ) (U G : ℝ → ℝ) : Prop where
  cont : ContinuousOn U (Icc 0 L)
  slope : ∀ z ∈ Ioo 0 L, HasDerivAt U (G z) z
  poisson : ∀ z ∈ Ioo 0 L, HasDerivAt G (4 * π * s / L) z
  left : U 0 = 0
  right : U L = 0
```

`IsVacuumPotential s L U G` is a statement about two numbers and two functions, and its five named fields are the conditions that make it true. `Icc 0 L` is the closed interval $[0,L]$ and `Ioo 0 L` the open interval $(0,L)$. `HasDerivAt U (G z) z` says that $U$ is differentiable at $z$ with derivative $G(z)$. In ordinary notation:

- $U$ is continuous on $[0,L]$;
- $U'=G$ and $G'=4\pi s/L$ on $(0,L)$;
- $U(0)=U(L)=0$.

The equal face values stand for a slab with two equivalent faces. The signs of $s$ and $L$ are not fixed here; the theorems add $L>0$ and $s>0$ where they use them. The slab's interior is left out. If the background fills the whole supercell, slab included, then $-s$ stands for the slab's net charge per area, with the background inside it counted.

## The parabola as a solution

```lean
/-- The parabola `(2πs/L) z (z - L)`, for vacuum length `L > 0`. -/
def parabolicWell (s L z : ℝ) : ℝ := 2 * π * s / L * (z * (z - L))
```

This defines $P(z)=\frac{2\pi s}{L}\,z(z-L)$.

```lean
/-- The slope of the parabola is `(2πs/L)(2z - L)`. -/
theorem hasDerivAt_parabolicWell (s L z : ℝ) :
    HasDerivAt (parabolicWell s L) (2 * π * s / L * (2 * z - L)) z := by
  have h := ((hasDerivAt_id' z).fun_mul ((hasDerivAt_id' z).sub_const L)).const_mul
    (2 * π * s / L)
  exact h.congr_deriv (by ring)
```

A theorem in Lean has a name, its variables and hypotheses, a colon, the claim, and after `:=` the proof. Here the claim is $P'(z)=\frac{2\pi s}{L}(2z-L)$. The proof applies the product rule to $z(z-L)$, and `ring` checks the remaining algebra.

```lean
/-- The parabola solves Poisson's equation with the uniform background and vanishes at
both slab faces. -/
theorem isVacuumPotential_witness (s L : ℝ) :
    IsVacuumPotential s L (parabolicWell s L) (fun z => 2 * π * s / L * (2 * z - L)) where
  cont := fun z _ => (hasDerivAt_parabolicWell s L z).continuousAt.continuousWithinAt
  slope := fun z _ => hasDerivAt_parabolicWell s L z
  poisson := fun z _ =>
    ((((hasDerivAt_id' z).const_mul 2).sub_const L).const_mul (2 * π * s / L)).congr_deriv
      (by ring)
  left := by simp [parabolicWell]
  right := by simp [parabolicWell]
```

Differentiating once more gives $P''=4\pi s/L$, and $P$ vanishes at $0$ and $L$. The parabola therefore meets all five conditions, each proved under its field name, so the later theorems speak about something that exists.

## No other solution

```lean
/-- A function continuous on `[a, b]` with constant slope `c` inside changes by `c (b - a)`. -/
theorem increment_of_constant_slope {f : ℝ → ℝ} {a b c : ℝ} (hab : a ≤ b)
    (hc : ContinuousOn f (Icc a b)) (hd : ∀ x ∈ Ioo a b, HasDerivAt f c x) :
    f b - f a = c * (b - a) := by
  rcases hab.eq_or_lt with rfl | h
  · simp
  · obtain ⟨x, _, hx⟩ := exists_hasDerivAt_eq_slope f (fun _ => c) h hc hd
    exact ((eq_div_iff (sub_pos.2 h).ne').1 hx).symm
```

If $f$ is continuous on $[a,b]$ and $f'=c$ inside, then $f(b)-f(a)=c(b-a)$. For $a=b$ both sides are zero. For $a<b$ the mean value theorem gives a point where the slope $c$ equals $\frac{f(b)-f(a)}{b-a}$. The command `rcases` separates these two cases.

```lean
/-- For `L > 0` the potential energy in the vacuum is the parabola `(2πs/L) z (z - L)`. -/
theorem potential_eq {s L : ℝ} {U G : ℝ → ℝ} (hL : 0 < L) (h : IsVacuumPotential s L U G)
    {z : ℝ} (hz : z ∈ Icc 0 L) : U z = parabolicWell s L z := by
  -- the slope is affine inside the vacuum
  have hG : ∀ x ∈ Ioo 0 L, G x = G (L / 2) + 4 * π * s / L * (x - L / 2) := by
    intro x hx
    obtain ⟨hx0, hxL⟩ := hx
    rcases le_total (L / 2) x with hle | hle
    · have key := increment_of_constant_slope hle
        (fun y hy => (h.poisson y ⟨by linarith [hy.1], by linarith [hy.2]⟩).continuousAt.continuousWithinAt)
        (fun y hy => h.poisson y ⟨by linarith [hy.1], by linarith [hy.2]⟩)
      linear_combination key
    · have key := increment_of_constant_slope hle
        (fun y hy => (h.poisson y ⟨by linarith [hy.1], by linarith [hy.2]⟩).continuousAt.continuousWithinAt)
        (fun y hy => h.poisson y ⟨by linarith [hy.1], by linarith [hy.2]⟩)
      linear_combination -key
  -- the difference from the parabola has constant slope
  have hV : ∀ x ∈ Ioo 0 L,
      HasDerivAt (fun y => U y - parabolicWell s L y) (G (L / 2)) x := fun x hx =>
    ((h.slope x hx).fun_sub (hasDerivAt_parabolicWell s L x)).congr_deriv
      (by rw [hG x hx]; ring)
  have hC : ContinuousOn (fun y => U y - parabolicWell s L y) (Icc 0 L) :=
    h.cont.sub (isVacuumPotential_witness s L).cont
  -- the boundary values force this slope to vanish
  have h1 := increment_of_constant_slope hL.le hC hV
  have h2 := increment_of_constant_slope hz.1 (hC.mono (Icc_subset_Icc_right hz.2))
    (fun x hx => hV x ⟨hx.1, lt_of_lt_of_le hx.2 hz.2⟩)
  have p0 := (isVacuumPotential_witness s L).left
  have pL := (isVacuumPotential_witness s L).right
  simp only [h.left, h.right, p0, pL, sub_zero] at h1 h2
  have hc : G (L / 2) = 0 := (mul_eq_zero.1 h1.symm).resolve_right hL.ne'
  rw [hc, zero_mul] at h2
  linarith
```

The claim is $U(z)=P(z)$ for every $z\in[0,L]$. By hand:

1. $G$ has constant slope, so $G(x)=G(L/2)+\frac{4\pi s}{L}\left(x-\frac L2\right)$ for $0<x<L$. This is `hG`. It has two cases because the previous lemma needs the left endpoint first.
2. The last term is exactly $P'(x)$, so $U-P$ has the constant slope $G(L/2)$. This is `hV`.
3. $U-P$ vanishes at both faces, so its increment over $[0,L]$ gives $0=G(L/2)\,L$, and hence $G(L/2)=0$. This uses `h1`.
4. The increment over $[0,z]$, in `h2`, then gives $U(z)-P(z)=0$.

Continuity up to the faces matters in steps 3 and 4. Without it, take $s>0$ and set $U=P+\pi sL$ on $(0,L)$ but $U(0)=U(L)=0$. The other four conditions still hold, yet $U\ge\pi sL/2>0$ inside, and the minimum is $0$, at the faces. The interior equations and the two face values alone do not determine $U$.

## Depth and critical length of the well

```lean
/-- For `L > 0` the potential energy in the vacuum is `(2πs/L) (z - L/2)² - πsL/2`. -/
theorem potential_eq_square {s L : ℝ} {U G : ℝ → ℝ} (hL : 0 < L)
    (h : IsVacuumPotential s L U G) {z : ℝ} (hz : z ∈ Icc 0 L) :
    U z = 2 * π * s / L * (z - L / 2) ^ 2 - π * s * L / 2 := by
  have hL' := hL.ne'
  rw [potential_eq hL h hz, parabolicWell]
  field_simp
  ring
```

Completing the square, $z(z-L)=\left(z-\frac L2\right)^2-\frac{L^2}{4}$, gives

$$U(z)=\frac{2\pi s}{L}\left(z-\frac L2\right)^2-\frac{\pi sL}{2}.$$

In the proof, `rw` inserts the parabola, `field_simp` clears the denominators, and `ring` compares the two sides.

```lean
/-- For `s > 0` and `L > 0` the potential energy in the vacuum has minimum `-πsL/2`, attained
only at the middle of the vacuum. -/
theorem vacuum_minimum {s L : ℝ} {U G : ℝ → ℝ} (hs : 0 < s) (hL : 0 < L)
    (h : IsVacuumPotential s L U G) :
    IsLeast (U '' Icc 0 L) (-(π * s * L / 2)) ∧
      ∀ z ∈ Icc 0 L, (U z = -(π * s * L / 2) ↔ z = L / 2) := by
  have hk : 0 < 2 * π * s / L := by positivity
  have hmem : L / 2 ∈ Icc 0 L := ⟨by linarith, by linarith⟩
  refine ⟨⟨⟨L / 2, hmem, ?_⟩, ?_⟩, ?_⟩
  · rw [potential_eq_square hL h hmem]
    ring
  · rintro _ ⟨z, hz, rfl⟩
    rw [potential_eq_square hL h hz]
    have := mul_nonneg hk.le (sq_nonneg (z - L / 2))
    linarith
  · intro z hz
    rw [potential_eq_square hL h hz]
    constructor
    · intro he
      have h0 : 2 * π * s / L * (z - L / 2) ^ 2 = 0 := by linarith
      have h1 := (mul_eq_zero.1 h0).resolve_left hk.ne'
      exact sub_eq_zero.1 (pow_eq_zero_iff (two_ne_zero)|>.1 h1)
    · rintro rfl
      ring
```

`U '' Icc 0 L` is the set of values that $U$ takes on $[0,L]$. `IsLeast` says that $-\pi sL/2$ belongs to this set and that no member is smaller. The second half, after `∧` ("and"), says that $U(z)=-\pi sL/2$ exactly when $z=L/2$.

By hand, $2\pi s/L$ is positive, so the squared term is never negative and vanishes only at $z=L/2$. The three bullets of the proof show that the value is attained, that it is a lower bound, and that it is attained only there.

```lean
/-- For `s > 0` and `L > 0` the potential energy lies below `E` somewhere in the vacuum exactly
when the vacuum is longer than `-2E/(πs)`. -/
theorem critical_vacuum_length {s L : ℝ} {U G : ℝ → ℝ} (hs : 0 < s) (hL : 0 < L)
    (h : IsVacuumPotential s L U G) (E : ℝ) :
    (∃ z ∈ Icc 0 L, U z < E) ↔ -2 * E / (π * s) < L := by
  obtain ⟨⟨⟨z₀, hz₀, he⟩, hmin⟩, _⟩ := vacuum_minimum hs hL h
  rw [div_lt_iff₀ (mul_pos pi_pos hs)]
  constructor
  · rintro ⟨z, hz, hzE⟩
    have := hmin (mem_image_of_mem U hz)
    linarith
  · intro hE
    exact ⟨z₀, hz₀, by rw [he]; linarith⟩
```

For any energy $E$, there is a point of $[0,L]$ with $U(z)<E$ if and only if $L>-2E/(\pi s)$. Such a point exists exactly when the minimum lies below $E$, that is, when $-\pi sL/2<E$; solving for $L$ gives the threshold. For $E\ge0$ every positive $L$ qualifies.

## An electron placed in the well

A deep potential does not by itself hold an electron at low energy, because confinement costs kinetic energy. A trial orbital accounts for both contributions.

```lean
/-- An unnormalised orbital `z (L - z)` in the vacuum, vanishing at both slab faces. -/
def trialOrbital (L z : ℝ) : ℝ := z * (L - z)
```

The orbital is $\psi(z)=z(L-z)$. Its normalised form is $\sqrt{30/L^5}\;z(L-z)$.

```lean
/-- The expectation value of kinetic plus potential energy in the trial orbital, in atomic
units, for `L > 0`. -/
def trialEnergy (U : ℝ → ℝ) (L : ℝ) : ℝ :=
  (∫ z in (0 : ℝ)..L, ((deriv (trialOrbital L) z) ^ 2 / 2 + U z * trialOrbital L z ^ 2)) /
    (∫ z in (0 : ℝ)..L, trialOrbital L z ^ 2)
```

This is the quotient

$$\frac{\int_0^L\left(\tfrac12\psi'^2+U\psi^2\right)dz}{\int_0^L\psi^2\,dz},$$

which divides out the norm. The kinetic energy appears as $\frac12\int\psi'^2$, which equals $-\frac12\int\psi\psi''$ because $\psi$ vanishes at the faces. `deriv` is the derivative of the orbital. Only motion along $z$ is included.

```lean
/-- For `L > 0` an electron in the trial orbital has energy `5/L² - 3πsL/7`. -/
theorem trialEnergy_eq {s L : ℝ} {U G : ℝ → ℝ} (hL : 0 < L)
    (h : IsVacuumPotential s L U G) :
    trialEnergy U L = 5 / L ^ 2 - 3 * π * s * L / 7 := by
  have hψ : ∀ z, HasDerivAt (trialOrbital L) (L - 2 * z) z := fun z =>
    ((hasDerivAt_id' z).fun_mul ((hasDerivAt_id' z).const_sub L)).congr_deriv (by ring)
  -- the norm
  have hN : ∫ z in (0 : ℝ)..L, trialOrbital L z ^ 2 = L ^ 5 / 30 := by
    have hd : ∀ z : ℝ, HasDerivAt (fun z => L ^ 2 / 3 * z ^ 3 - L / 2 * z ^ 4 + 1 / 5 * z ^ 5)
        (trialOrbital L z ^ 2) z := fun z =>
      ((((hasDerivAt_pow 3 z).const_mul (L ^ 2 / 3)).fun_sub
        ((hasDerivAt_pow 4 z).const_mul (L / 2))).fun_add
        ((hasDerivAt_pow 5 z).const_mul (1 / 5 : ℝ))).congr_deriv
        (by simp only [trialOrbital, Nat.cast_ofNat, Nat.reduceSub]; ring)
    have hc : Continuous fun z => trialOrbital L z ^ 2 := by
      unfold trialOrbital
      fun_prop
    rw [intervalIntegral.integral_eq_sub_of_hasDerivAt (fun z _ => hd z)
      (hc.intervalIntegrable 0 L)]
    ring
  -- kinetic and potential parts, with the parabola inserted for the potential
  have hE : ∫ z in (0 : ℝ)..L, ((deriv (trialOrbital L) z) ^ 2 / 2 + U z * trialOrbital L z ^ 2)
      = L ^ 3 / 6 - 2 * π * s / L * (L ^ 7 / 140) := by
    have hcongr : ∫ z in (0 : ℝ)..L,
        ((deriv (trialOrbital L) z) ^ 2 / 2 + U z * trialOrbital L z ^ 2)
        = ∫ z in (0 : ℝ)..L,
          ((L - 2 * z) ^ 2 / 2 - 2 * π * s / L * (z ^ 3 * (L - z) ^ 3)) := by
      apply intervalIntegral.integral_congr
      intro z hz
      rw [uIcc_of_le hL.le] at hz
      simp only [(hψ z).deriv, potential_eq hL h hz, parabolicWell, trialOrbital]
      ring
    rw [hcongr]
    generalize 2 * π * s / L = k
    have hd : ∀ z : ℝ, HasDerivAt (fun z => (L ^ 2 / 2 * z - L * z ^ 2 + 2 / 3 * z ^ 3)
        - k * ((L ^ 3 / 4 * z ^ 4 - 3 * L ^ 2 / 5 * z ^ 5) + (L / 2 * z ^ 6 - 1 / 7 * z ^ 7)))
        ((L - 2 * z) ^ 2 / 2 - k * (z ^ 3 * (L - z) ^ 3)) z := fun z =>
      (((((hasDerivAt_id' z).const_mul (L ^ 2 / 2)).fun_sub
        ((hasDerivAt_pow 2 z).const_mul L)).fun_add
        ((hasDerivAt_pow 3 z).const_mul (2 / 3 : ℝ))).fun_sub
        (((((hasDerivAt_pow 4 z).const_mul (L ^ 3 / 4)).fun_sub
          ((hasDerivAt_pow 5 z).const_mul (3 * L ^ 2 / 5))).fun_add
          (((hasDerivAt_pow 6 z).const_mul (L / 2)).fun_sub
          ((hasDerivAt_pow 7 z).const_mul (1 / 7 : ℝ)))).const_mul k)).congr_deriv
        (by simp only [Nat.cast_ofNat, Nat.reduceSub]; ring)
    have hc : Continuous fun z : ℝ => (L - 2 * z) ^ 2 / 2 - k * (z ^ 3 * (L - z) ^ 3) := by
      fun_prop
    rw [intervalIntegral.integral_eq_sub_of_hasDerivAt (fun z _ => hd z)
      (hc.intervalIntegrable 0 L)]
    ring
  have hL' := hL.ne'
  rw [trialEnergy, hE, hN]
  field_simp
  ring
```

The trial energy is $\frac{5}{L^2}-\frac{3\pi sL}{7}$. The three integrals are

$$\int_0^L z^2(L-z)^2\,dz=L^5\left(\tfrac13-\tfrac12+\tfrac15\right)=\frac{L^5}{30},$$

$$\frac12\int_0^L(L-2z)^2\,dz=\frac{L^3}{6},$$

$$\int_0^L U\psi^2\,dz=-\frac{2\pi s}{L}\int_0^L z^3(L-z)^3\,dz=-\frac{2\pi s}{L}\cdot\frac{L^7}{140}.$$

Dividing the last two by the first gives $5/L^2$ and $-3\pi sL/7$.

In the proof, `hN` is the norm and `hE` the numerator. Inside `hE`, `hcongr` replaces $U$ by the parabola under the integral. Each integral is then found from an explicit antiderivative: `hd` checks its derivative, and the fundamental theorem of calculus supplies the difference of its endpoint values.

```lean
/-- For `s > 0` and any fixed energy `E`, an electron in the trial orbital in the vacuum has
energy below `E` once the vacuum is long enough. -/
theorem electron_spills_into_vacuum {s : ℝ} (hs : 0 < s) (E : ℝ) :
    ∃ L₀ > 0, ∀ L > L₀, ∀ U G : ℝ → ℝ, IsVacuumPotential s L U G → trialEnergy U L < E := by
  refine ⟨max 1 (7 * (5 - E) / (3 * π * s)), lt_max_of_lt_left one_pos, ?_⟩
  intro L hL U G h
  have h1 : 1 < L := lt_of_le_of_lt (le_max_left _ _) hL
  have h2 : 7 * (5 - E) / (3 * π * s) < L := lt_of_le_of_lt (le_max_right _ _) hL
  rw [div_lt_iff₀ (by positivity)] at h2
  -- the kinetic energy is at most 5 for L > 1
  have h3 : 5 / L ^ 2 ≤ 5 := by
    rw [div_le_iff₀ (by positivity)]
    nlinarith
  rw [trialEnergy_eq (by linarith) h]
  linarith

end

end ChargedSlabVacuum
```

For $s>0$ and any $E$ there is a length $L_0>0$ such that, for every $L>L_0$ and every potential satisfying the five conditions, the trial energy is below $E$. The length is chosen before $U$, so it depends only on $s$ and $E$. The proof takes

$$L_0=\max\left(1,\ \frac{7(5-E)}{3\pi s}\right).$$

If $L>L_0$, then $5/L^2\le5$ because $L>1$, and $3\pi sL/7>5-E$ by the second entry. The energy is therefore less than $5-(5-E)=E$. In Lean these bounds are `h3` and `h2`, and `linarith` combines them.

The name `electron_spills_into_vacuum` gives the physical reading of this inequality. If $E$ is the energy of an electron held in the slab, measured from the value of $U$ at the faces, then for $L>L_0$ moving it into the vacuum orbital lowers its energy in the given potential. For supercell calculations of negatively charged slabs, this is a warning that enlarging the vacuum at fixed surface charge can favour charge in the vacuum, as seen in a model with one electron in a fixed one-dimensional electrostatic potential. Exchange, correlation and the response of $U$ to the transferred charge are left out.

```lean
#print axioms ChargedSlabVacuum.critical_vacuum_length
-- 'ChargedSlabVacuum.critical_vacuum_length' depends on axioms: [propext, Classical.choice, Quot.sound]
#print axioms ChargedSlabVacuum.electron_spills_into_vacuum
-- 'ChargedSlabVacuum.electron_spills_into_vacuum' depends on axioms: [propext, Classical.choice, Quot.sound]
```
